# The plasmon formula for a complete orthonormal set of real RPA excitations

An excitation is taken here to be a nonzero real eigenvector of a finite block matrix, at any real eigenvalue (positive, negative or zero) and with no normalisation built in. It isn't a transition between many-electron states. The random-phase approximation (RPA) enters only through two real square matrices A and B, whose rows and columns are labelled by a finite set `n`, for instance the particle-hole pairs of a finite orbital basis.

```lean
import Mathlib

open Matrix

namespace RPAPlasmon

variable {n : Type*} [Fintype n] [DecidableEq n]
```

## The eigenproblem and its metric

The matrix acts on pairs (x, y), where x holds the excitation amplitudes and y the de-excitation amplitudes:

L = [[A, B], [−B, −A]]

In Lean the pair is one vector indexed by `n ⊕ n`, two copies of the label set, and `fromBlocks` assembles L. The definition doesn't require A or B to be symmetric.

```lean
/-- The RPA matrix with diagonal blocks `A`, `-A` and off-diagonal blocks `B`, `-B`. -/
def rpaMatrix (A B : Matrix n n ℝ) : Matrix (n ⊕ n) (n ⊕ n) ℝ :=
  fromBlocks A B (-B) (-A)
```

An excitation at w is a pair with x ≠ 0 or y ≠ 0 and

L(x, y) = w(x, y).

`Sum.elim x y` stacks the two amplitude vectors, and `*ᵥ` applies a matrix to a vector.

```lean
/-- The pair `(x, y)` is an eigenvector of the RPA matrix with eigenvalue `w`. -/
def IsExcitation (A B : Matrix n n ℝ) (w : ℝ) (x y : n → ℝ) : Prop :=
  (x ≠ 0 ∨ y ≠ 0) ∧ rpaMatrix A B *ᵥ Sum.elim x y = w • Sum.elim x y
```

Normalisation is a separate condition. Collect amplitudes in square matrices X and Y, with column k belonging to excitation k, and require

XᵀX − YᵀY = 1, XᵀY = YᵀX.

If b_i are boson operators for the particle-hole pairs, these conditions say that the operators Q_k = Σ_i (X_ik b_i − Y_ik b_i†) are again bosons: the first fixes [Q_j, Q_k†] = δ_jk, the second [Q_j, Q_k] = 0.

```lean
/-- The columns of `X` and `Y` are orthonormal in the indefinite RPA metric, and `Xᵀ Y` is
symmetric. -/
def IsOrthonormal (X Y : Matrix n n ℝ) : Prop :=
  Xᵀ * X - Yᵀ * Y = 1 ∧ Xᵀ * Y = Yᵀ * X
```

Written out by blocks, with the sign of the lower row reversed, the eigenvalue equation is

Ax + By = wx
Bx + Ay = −wy.

The proof reads off each component of the block equation and rearranges it with `linarith`.

```lean
omit [DecidableEq n] in
/-- An excitation satisfies the two coupled RPA equations for its amplitudes `x` and `y`. -/
theorem IsExcitation.equations {A B : Matrix n n ℝ} {w : ℝ} {x y : n → ℝ}
    (h : IsExcitation A B w x y) :
    A *ᵥ x + B *ᵥ y = w • x ∧ B *ᵥ x + A *ᵥ y = -(w • y) := by
  constructor
  · funext i
    have := congrFun h.2 (Sum.inl i)
    simp only [rpaMatrix, fromBlocks_mulVec, Sum.elim_comp_inl, Sum.elim_comp_inr,
      Sum.elim_inl, Pi.add_apply, Pi.smul_apply, smul_eq_mul] at this ⊢
    linarith
  · funext i
    have := congrFun h.2 (Sum.inr i)
    simp only [rpaMatrix, fromBlocks_mulVec, Sum.elim_comp_inl, Sum.elim_comp_inr,
      Sum.elim_inr, Pi.add_apply, Pi.smul_apply, Pi.neg_apply, neg_mulVec,
      smul_eq_mul] at this ⊢
    linarith
```

## Paired frequencies and the sign of the norm

Exchange x and y. The second equation becomes Ay + Bx = (−w)y, and the first becomes By + Ax = −(−w)x. These are the two equations for the pair (y, x) at −w, so every excitation has a partner at the opposite frequency. The Lean proof checks the two blocks in the same way.

```lean
omit [DecidableEq n] in
/-- Exchanging the two amplitudes of an excitation at `w` gives an excitation at `-w`. -/
theorem IsExcitation.swap {A B : Matrix n n ℝ} {w : ℝ} {x y : n → ℝ}
    (h : IsExcitation A B w x y) : IsExcitation A B (-w) y x := by
  obtain ⟨h1, h2⟩ := h.equations
  refine ⟨h.1.symm, ?_⟩
  funext k
  rcases k with i | i
  · have := congrFun h2 i
    simp only [rpaMatrix, fromBlocks_mulVec, Sum.elim_comp_inl, Sum.elim_comp_inr,
      Sum.elim_inl, Pi.add_apply, Pi.smul_apply, Pi.neg_apply, smul_eq_mul] at this ⊢
    linarith
  · have := congrFun h1 i
    simp only [rpaMatrix, fromBlocks_mulVec, Sum.elim_comp_inl, Sum.elim_comp_inr,
      Sum.elim_inr, Pi.add_apply, Pi.smul_apply, Pi.neg_apply, neg_mulVec,
      smul_eq_mul] at this ⊢
    linarith
```

Now take the dot product of the first equation with x and of the second with y, and add:

x·Ax + x·By + y·Bx + y·Ay = w(x·x − y·y).

Expanding the quadratic forms of A + B and A − B, the cross terms combine to give

(x+y)·(A+B)(x+y) + (x−y)·(A−B)(x−y) = 2w(x·x − y·y).

Suppose both forms are positive on nonzero vectors. Since x + y and x − y can't both vanish for a nonzero pair, one term on the left is positive and the other is at least zero. Hence w(x·x − y·y) > 0.

The hypotheses `hp` and `hm` state this positivity. For real orbitals in time-dependent Hartree–Fock theory, it means that the mean-field reference is stable against real and imaginary orbital rotations. Symmetry of A and B isn't needed at this step. In the proof, `key` is the displayed identity, obtained by `linear_combination`, and the case split follows which of the two vectors vanishes.

```lean
omit [DecidableEq n] in
/-- If `A + B` and `A - B` have positive quadratic forms, the RPA norm `x·x - y·y` of an
excitation is nonzero and has the sign of its eigenvalue. -/
theorem IsExcitation.mul_norm_pos {A B : Matrix n n ℝ} {w : ℝ} {x y : n → ℝ}
    (hp : ∀ v, v ≠ 0 → 0 < v ⬝ᵥ (A + B) *ᵥ v) (hm : ∀ v, v ≠ 0 → 0 < v ⬝ᵥ (A - B) *ᵥ v)
    (h : IsExcitation A B w x y) : 0 < w * (x ⬝ᵥ x - y ⬝ᵥ y) := by
  obtain ⟨h1, h2⟩ := h.equations
  have e1 := congrArg (fun v => x ⬝ᵥ v) h1
  have e2 := congrArg (fun v => y ⬝ᵥ v) h2
  simp only [dotProduct_add, dotProduct_smul, dotProduct_neg, smul_eq_mul] at e1 e2
  -- `w` times the RPA norm is half the sum of the two quadratic forms
  have key : (x + y) ⬝ᵥ (A + B) *ᵥ (x + y) + (x - y) ⬝ᵥ (A - B) *ᵥ (x - y)
      = 2 * (w * (x ⬝ᵥ x - y ⬝ᵥ y)) := by
    simp only [add_mulVec, sub_mulVec, mulVec_add, mulVec_sub, dotProduct_add,
      dotProduct_sub, add_dotProduct, sub_dotProduct]
    linear_combination 2 * e1 + 2 * e2
  by_cases hs : x + y = 0
  · have hd : x - y ≠ 0 := by
      intro hd
      have hx : x = 0 := by
        funext i
        have a := congrFun hs i
        have b := congrFun hd i
        simp only [Pi.add_apply, Pi.sub_apply, Pi.zero_apply] at a b ⊢
        linarith
      have hy : y = 0 := by rwa [hx, zero_add] at hs
      exact h.1.elim (fun k => k hx) (fun k => k hy)
    have := hm _ hd
    rw [hs, zero_dotProduct] at key
    linarith
  · have a := hp _ hs
    have b : 0 ≤ (x - y) ⬝ᵥ (A - B) *ᵥ (x - y) := by
      by_cases hd : x - y = 0
      · rw [hd, zero_dotProduct]
      · exact (hm _ hd).le
    linarith
```

For w > 0, dividing by w leaves x·x − y·y > 0. A positive-frequency excitation can therefore be rescaled to norm 1.

```lean
omit [DecidableEq n] in
/-- If `A + B` and `A - B` have positive quadratic forms, an excitation with `w > 0` has
positive RPA norm. -/
theorem IsExcitation.norm_pos {A B : Matrix n n ℝ} {w : ℝ} {x y : n → ℝ}
    (hp : ∀ v, v ≠ 0 → 0 < v ⬝ᵥ (A + B) *ᵥ v) (hm : ∀ v, v ≠ 0 → 0 < v ⬝ᵥ (A - B) *ᵥ v)
    (h : IsExcitation A B w x y) (hw : 0 < w) : 0 < x ⬝ᵥ x - y ⬝ᵥ y :=
  (mul_pos_iff_of_pos_left hw).mp (h.mul_norm_pos hp hm)
```

The same argument with complex amplitudes and symmetric A, B gives a neighbouring result: the quadratic form is then real and positive while the norm x†x − y†y is real, so w must be real. A stable reference has no complex RPA frequencies.

## Orthogonality between frequencies

Let (x, y) and (x′, y′) be excitations at w and w′. Projecting the equations of the first onto the second gives

x′·Ax + x′·By + y′·Bx + y′·Ay = w(x·x′ − y·y′).

With the roles reversed, the right side carries w′. If A and B are symmetric, the two left sides agree, so

(w − w′)(x·x′ − y·y′) = 0,

and different frequencies force the indefinite product to vanish. In Lean, `sym` moves a symmetric matrix across a dot product, and `key` is the last equation.

```lean
omit [DecidableEq n] in
/-- For symmetric `A` and `B`, excitations with different eigenvalues are orthogonal in the
RPA metric. -/
theorem IsExcitation.orthogonal {A B : Matrix n n ℝ} {w w' : ℝ} {x y x' y' : n → ℝ}
    (hA : Aᵀ = A) (hB : Bᵀ = B) (h : IsExcitation A B w x y)
    (h' : IsExcitation A B w' x' y') (hw : w ≠ w') : x ⬝ᵥ x' - y ⬝ᵥ y' = 0 := by
  have sym : ∀ M : Matrix n n ℝ, Mᵀ = M → ∀ u v : n → ℝ,
      u ⬝ᵥ M *ᵥ v = v ⬝ᵥ M *ᵥ u := by
    intro M hM u v
    rw [dotProduct_mulVec, ← mulVec_transpose, hM, dotProduct_comm]
  have e1 := congrArg (fun v => x' ⬝ᵥ v) h.equations.1
  have e2 := congrArg (fun v => y' ⬝ᵥ v) h.equations.2
  have e3 := congrArg (fun v => x ⬝ᵥ v) h'.equations.1
  have e4 := congrArg (fun v => y ⬝ᵥ v) h'.equations.2
  simp only [dotProduct_add, dotProduct_smul, dotProduct_neg, smul_eq_mul] at e1 e2 e3 e4
  have key : (w - w') * (x ⬝ᵥ x' - y ⬝ᵥ y') = 0 := by
    linear_combination e3 + e4 - e1 - e2 + sym A hA x' x + sym B hB x' y
      + sym B hB y' x + sym A hA y' y + w * dotProduct_comm x x' - w * dotProduct_comm y y'
  exact (mul_eq_zero.mp key).resolve_left (sub_ne_zero.mpr hw)
```

Applied to one excitation and the swapped partner of another, this gives x·y′ − y·x′ = 0 whenever w ≠ −w′. For positive frequencies that is the condition XᵀY = YᵀX. The theorem says nothing about excitations that share a frequency. For XᵀX − YᵀY = 1 these must be orthogonal to each other as well, and every column must have norm 1.

## From orthonormality to completeness

The two orthonormality conditions combine into one matrix product:

(X−Y)ᵀ(X+Y) = (XᵀX − YᵀY) + (XᵀY − YᵀX) = 1.

For square matrices a left inverse is also a right inverse. Reversing the order, and then transposing, gives

(X+Y)(X−Y)ᵀ = 1
(X−Y)(X+Y)ᵀ = 1.

Half the sum of these is XXᵀ − YYᵀ = 1, and half the difference is XYᵀ − YXᵀ = 0. Lean states the result as orthonormality of Xᵀ and Yᵀ. The reversal is `mul_eq_one_comm`, and the two `linear_combination` lines take the half-sum and half-difference.

```lean
/-- Orthonormality of the RPA amplitudes implies orthonormality of the transposed ones. -/
theorem IsOrthonormal.transpose {X Y : Matrix n n ℝ} (h : IsOrthonormal X Y) :
    IsOrthonormal Xᵀ Yᵀ := by
  have h1 : (X - Y)ᵀ * (X + Y) = 1 := by
    rw [transpose_sub]
    calc (Xᵀ - Yᵀ) * (X + Y) = (Xᵀ * X - Yᵀ * Y) + (Xᵀ * Y - Yᵀ * X) := by noncomm_ring
      _ = 1 := by rw [h.1, h.2, sub_self, add_zero]
  -- a left inverse of a square matrix is a right inverse
  have h2 : (X + Y) * (X - Y)ᵀ = 1 := mul_eq_one_comm.mp h1
  have h3 : (X - Y) * (X + Y)ᵀ = 1 := by
    simpa only [transpose_mul, transpose_transpose, transpose_one] using
      congrArg Matrix.transpose h2
  simp only [transpose_sub, transpose_add, mul_sub, mul_add, sub_mul, add_mul] at h2 h3
  unfold IsOrthonormal
  simp only [transpose_transpose]
  constructor
  · linear_combination (norm := module) (1 / 2 : ℝ) • h2 + (1 / 2 : ℝ) • h3
  · linear_combination (norm := module) (1 / 2 : ℝ) • h3 - (1 / 2 : ℝ) • h2
```

Read for X and Y themselves, these are the completeness relations

XXᵀ − YYᵀ = 1, XYᵀ = YXᵀ.

Applying the same step to the transposes gives the converse, so the two sets of conditions are equivalent. No eigenvalue equation is involved.

```lean
/-- Square RPA amplitudes are orthonormal exactly when they satisfy the completeness
relations. -/
theorem orthonormal_iff_complete (X Y : Matrix n n ℝ) :
    IsOrthonormal X Y ↔ X * Xᵀ - Y * Yᵀ = 1 ∧ X * Yᵀ = Y * Xᵀ := by
  constructor
  · intro h
    simpa only [IsOrthonormal, transpose_transpose] using h.transpose
  · intro h
    have h' : IsOrthonormal Xᵀ Yᵀ := by
      simpa only [IsOrthonormal, transpose_transpose] using h
    simpa only [transpose_transpose] using h'.transpose
```

In a calculation with real orbitals and a positive definite A − B, a full solver often diagonalises the symmetric matrix (A−B)^½ (A+B) (A−B)^½, whose eigenvalues are the squares ω_k². After the amplitudes have been rebuilt and normalised, the sizes of XXᵀ − YYᵀ − 1 and XYᵀ − YXᵀ together are a check on their orthonormality, but not on the eigenvalue equations. The first alone isn't enough, since it can vanish for amplitudes that aren't orthonormal. An iterative solver that returns only the lowest roots gives rectangular X and Y, to which completeness doesn't apply.

## Rebuilding A and B, and taking the trace

Let column k of X and Y be an excitation at ω_k, and let Ω be the diagonal matrix of these frequencies. The eigenvalue equations for all columns together are

AX + BY = XΩ
BX + AY = −YΩ.

Insert the completeness relations beside A:

A = A(XXᵀ − YYᵀ) + B(YXᵀ − XYᵀ)
= (AX + BY)Xᵀ − (BX + AY)Yᵀ
= XΩXᵀ + YΩYᵀ.

Doing the same for B gives

B = (BX + AY)Xᵀ − (AX + BY)Yᵀ
= −(XΩYᵀ + YΩXᵀ).

The hypothesis `hex` supplies the excitations column by column, `e1` and `e2` are the matrix equations, and the `calc` blocks follow the lines above. That a full orthonormal set exists is assumed, not derived from stability. Once it is given, the formulas themselves show that A and B are symmetric.

```lean
/-- A full orthonormal set of excitations rebuilds both blocks `A` and `B` from the
eigenvalues and amplitudes. -/
theorem spectral_blocks {A B X Y : Matrix n n ℝ} {ω : n → ℝ} (h : IsOrthonormal X Y)
    (hex : ∀ k, IsExcitation A B (ω k) (fun i => X i k) (fun i => Y i k)) :
    A = X * diagonal ω * Xᵀ + Y * diagonal ω * Yᵀ ∧
      B = -(X * diagonal ω * Yᵀ + Y * diagonal ω * Xᵀ) := by
  obtain ⟨c1, c2⟩ := (orthonormal_iff_complete X Y).mp h
  have e1 : A * X + B * Y = X * diagonal ω := by
    ext i k
    have := congrFun (hex k).equations.1 i
    simp only [Pi.add_apply, Pi.smul_apply, smul_eq_mul, mulVec, dotProduct] at this
    rw [Matrix.add_apply, mul_diagonal, Matrix.mul_apply, Matrix.mul_apply]
    linarith
  have e2 : B * X + A * Y = -(Y * diagonal ω) := by
    ext i k
    have := congrFun (hex k).equations.2 i
    simp only [Pi.add_apply, Pi.neg_apply, Pi.smul_apply, smul_eq_mul, mulVec,
      dotProduct] at this
    rw [Matrix.add_apply, Matrix.neg_apply, mul_diagonal, Matrix.mul_apply, Matrix.mul_apply]
    linarith
  constructor
  · calc A = A * (X * Xᵀ - Y * Yᵀ) + B * (Y * Xᵀ - X * Yᵀ) := by
          rw [c1, c2, sub_self, mul_one, mul_zero, add_zero]
      _ = (A * X + B * Y) * Xᵀ - (B * X + A * Y) * Yᵀ := by noncomm_ring
      _ = _ := by rw [e1, e2, neg_mul, sub_neg_eq_add]
  · calc B = B * (X * Xᵀ - Y * Yᵀ) + A * (Y * Xᵀ - X * Yᵀ) := by
          rw [c1, c2, sub_self, mul_one, mul_zero, add_zero]
      _ = (B * X + A * Y) * Xᵀ - (A * X + B * Y) * Yᵀ := by noncomm_ring
      _ = _ := by rw [e1, e2, neg_mul]; abel
```

Take the trace of A, move factors around cyclically, and use XᵀX = 1 + YᵀY:

tr A = tr(XᵀXΩ) + tr(YᵀYΩ)
= Σ_k ω_k + 2 Σ_k ω_k Σ_i Y_ik².

Rearranging gives

½(Σ_k ω_k − tr A) = −Σ_k ω_k Σ_i Y_ik².

In direct RPA, with all ω_k positive, the left side is the correlation energy: the change in the zero-point energy ½ Σ_k ω_k when B is switched on with A held fixed. The theorem equates two expressions for this quantity in a finite real basis; it doesn't derive the energy from a many-electron Hamiltonian. For positive frequencies the right side shows that the energy can't be positive, and that it vanishes only when all de-excitation amplitudes do.

In the proof, `hX` is the normalisation, `hY` writes the trace as a weighted sum of squares, and `hA` is the formula for tr A. A program can evaluate the left side from the eigenvalues and the diagonal of A alone, and use the right side as a test of the eigenvectors.

```lean
/-- Plasmon formula: for a full orthonormal set of excitations with eigenvalues `ω k`, half of the
sum of the `ω k` less the trace of `A` is minus the sum of the `ω k`, each weighted by the sum of
the squares of column `k` of `Y`. -/
theorem plasmon_formula {A B X Y : Matrix n n ℝ} {ω : n → ℝ} (h : IsOrthonormal X Y)
    (hex : ∀ k, IsExcitation A B (ω k) (fun i => X i k) (fun i => Y i k)) :
    (1 / 2) * (∑ k, ω k - A.trace) = -∑ k, ω k * ∑ i, Y i k ^ 2 := by
  have hX : Xᵀ * X = 1 + Yᵀ * Y := sub_eq_iff_eq_add.mp h.1
  have hY : (Yᵀ * Y * diagonal ω).trace = ∑ k, ω k * ∑ i, Y i k ^ 2 := by
    simp only [Matrix.trace, Matrix.diag_apply, mul_diagonal]
    refine Finset.sum_congr rfl fun k _ => ?_
    rw [Matrix.mul_apply, mul_comm]
    simp only [transpose_apply, pow_two]
  have hA : A.trace = ∑ k, ω k + 2 * (Yᵀ * Y * diagonal ω).trace := by
    rw [(spectral_blocks h hex).1, trace_add, trace_mul_cycle X, trace_mul_cycle Y, hX,
      add_mul, one_mul, trace_add, trace_diagonal]
    ring
  rw [hA, hY]
  ring
```

## Two coupled modes in numbers

A pair of modes at frequencies 200 and 400, in arbitrary units, satisfies all the assumptions of the plasmon formula. Each column of Y has squared length 9/16 and each column of X has 25/16, so both norms are 1. With tr A = 1275, the left side is ½(600 − 1275) = −337.5, and the right side is −(200 + 400)·9/16 = −337.5. Lean checks orthonormality and both eigenvalue equations entry by entry.

```lean
/-- Two coupled modes with eigenvalues 200 and 400 form an orthonormal set of excitations. -/
theorem plasmon_formula_witness :
    IsOrthonormal !![3/4, -1; 1, 3/4] !![-9/20, 3/5; -3/5, -9/20] ∧
    ∀ k : Fin 2, IsExcitation !![697, -204; -204, 578] !![615, -180; -180, 510]
      ((![200, 400] : Fin 2 → ℝ) k)
      (fun i => (!![3/4, -1; 1, 3/4] : Matrix (Fin 2) (Fin 2) ℝ) i k)
      (fun i => (!![-9/20, 3/5; -3/5, -9/20] : Matrix (Fin 2) (Fin 2) ℝ) i k) := by
  constructor
  · constructor <;> ext i j <;> fin_cases i <;> fin_cases j <;>
      norm_num [Matrix.mul_apply, Fin.sum_univ_two]
  · intro k
    constructor
    · left
      intro h
      have := congrFun h 0
      fin_cases k <;> norm_num at this
    · funext s
      rcases s with i | i <;> fin_cases k <;> fin_cases i <;>
        norm_num [rpaMatrix, fromBlocks_mulVec, mulVec, dotProduct, Fin.sum_univ_two]

end RPAPlasmon
```

```lean
#print axioms RPAPlasmon.IsExcitation.swap
-- 'RPAPlasmon.IsExcitation.swap' depends on axioms: [propext, Classical.choice, Quot.sound]
#print axioms RPAPlasmon.IsExcitation.norm_pos
-- 'RPAPlasmon.IsExcitation.norm_pos' depends on axioms: [propext, Classical.choice, Quot.sound]
#print axioms RPAPlasmon.IsExcitation.orthogonal
-- 'RPAPlasmon.IsExcitation.orthogonal' depends on axioms: [propext, Classical.choice, Quot.sound]
#print axioms RPAPlasmon.plasmon_formula
-- 'RPAPlasmon.plasmon_formula' depends on axioms: [propext, Classical.choice, Quot.sound]
```
